# The Dirac trace for a fermion and an antifermion with opposite momenta and a three-parameter amplitude matrix

The lemma `spinSum_reduced` evaluates the trace of (p̸′ − m) M (p̸ + m) γ⁰M†γ⁰ for the four-momenta p = E(1, βn) and p′ = E(1, −βn), with n = (sin t, 0, cos t), in units with c = 1. The Dirac matrices are in the chiral representation, and the metric signature is (+, −, −, −). In that basis M has diagonal (mx, my, mx, my), with g times the identity in its upper right 2×2 block and −g times the identity in its lower left one. For all real values of the parameters, the trace equals a stated real polynomial in m, E, β, x, y, g, sin t and cos t. When m ≥ 0, E > 0 and E²(1 − β²) = m², it is the sum over spins of |v̄(p′)Mu(p)|², for spinors normalised so that u†u = v†v = 2E. The lemma assumes none of these conditions. The attempt sets out to show first that γ⁰M†γ⁰ = M, then writes the factors p̸′ − m and p̸ + m as explicit matrices and expands the trace.

The first attempt, which Lean rejects:

```lean
import Mathlib

open Matrix

namespace SpinSumReduced

noncomputable section

/-- The Dirac matrix `γ⁰` in the chiral representation. -/
def gamma0 : Matrix (Fin 4) (Fin 4) ℂ := !![0, 0, 1, 0; 0, 0, 0, 1; 1, 0, 0, 0; 0, 1, 0, 0]

/-- The Dirac matrix `γ¹` in the chiral representation. -/
def gamma1 : Matrix (Fin 4) (Fin 4) ℂ := !![0, 0, 0, 1; 0, 0, 1, 0; 0, -1, 0, 0; -1, 0, 0, 0]

/-- The Dirac matrix `γ²` in the chiral representation. -/
def gamma2 : Matrix (Fin 4) (Fin 4) ℂ :=
  !![0, 0, 0, -Complex.I; 0, 0, Complex.I, 0; 0, Complex.I, 0, 0; -Complex.I, 0, 0, 0]

/-- The Dirac matrix `γ³` in the chiral representation. -/
def gamma3 : Matrix (Fin 4) (Fin 4) ℂ := !![0, 0, 1, 0; 0, 0, 0, -1; -1, 0, 0, 0; 0, 1, 0, 0]

/-- The Feynman slash: the contraction of a four-vector with the Dirac matrices. -/
def slash (a : Fin 4 → ℂ) : Matrix (Fin 4) (Fin 4) ℂ :=
  a 0 • gamma0 - a 1 • gamma1 - a 2 • gamma2 - a 3 • gamma3

/-- The fermion momentum `E (1, β n)` with `n = (sin t, 0, cos t)`; the antifermion has `-β`. -/
def fermion (E β t : ℝ) : Fin 4 → ℂ :=
  ![(E : ℂ), ((E * β * Real.sin t : ℝ) : ℂ), 0, ((E * β * Real.cos t : ℝ) : ℂ)]

/-- For real momenta with `p² = p'² = m²` and positive energies, the sum over fermion spins of the
squared amplitude, as a Dirac trace. -/
def spinSum (m : ℝ) (p p' : Fin 4 → ℂ) (M : Matrix (Fin 4) (Fin 4) ℂ) : ℂ :=
  trace ((slash p' - (m : ℂ) • 1) * M * (slash p + (m : ℂ) • 1) * (gamma0 * Mᴴ * gamma0))

/-- A matrix with two diagonal parameters `a`, `b` and one parameter `g` in the off-diagonal 2×2
blocks. -/
def reduced (a b g : ℝ) : Matrix (Fin 4) (Fin 4) ℂ :=
  !![(a : ℂ), 0, (g : ℂ), 0; 0, (b : ℂ), 0, (g : ℂ);
     -(g : ℂ), 0, (a : ℂ), 0; 0, -(g : ℂ), 0, (b : ℂ)]

/-- The entries of a slashed vector plus a mass term. -/
theorem slash_add_mass (a : Fin 4 → ℂ) (m : ℂ) : slash a + m • 1 =
    !![m, 0, a 0 - a 3, -a 1 + Complex.I * a 2;
       0, m, -a 1 - Complex.I * a 2, a 0 + a 3;
       a 0 + a 3, a 1 - Complex.I * a 2, m, 0;
       a 1 + Complex.I * a 2, a 0 - a 3, 0, m] := by
  ext i j
  fin_cases i <;> fin_cases j <;> simp [slash, gamma0, gamma1, gamma2, gamma3] <;> ring

/-- The spin sum for an amplitude of the reduced form, as a real polynomial. -/
theorem spinSum_reduced (m E β t x y g : ℝ) :
    spinSum m (fermion E β t) (fermion E (-β) t) (reduced (m * x) (m * y) g) =
    ((m ^ 2 * (-2 * m ^ 2 * (x ^ 2 + y ^ 2) + 4 * g ^ 2
        - 8 * g * E * β * Real.cos t * (x - y)
        + 2 * E ^ 2 * ((x ^ 2 + y ^ 2) * (1 + β ^ 2 * Real.cos t ^ 2)
          + 2 * β ^ 2 * Real.sin t ^ 2 * x * y))
      + 4 * g ^ 2 * E ^ 2 * (1 - β ^ 2 * (Real.sin t ^ 2 + Real.cos t ^ 2)) : ℝ) : ℂ) := by
  -- the reduced matrix is its own Dirac adjoint
  have hb (a b : ℝ) : gamma0 * (reduced a b g)ᴴ * gamma0 = reduced a b g := by
    ext i j
    fin_cases i <;> fin_cases j <;>
      simp [gamma0, reduced, Matrix.mul_apply, Fin.sum_univ_four]
  have hsub (a : Fin 4 → ℂ) : slash a - (m : ℂ) • 1 = slash a + (-(m : ℂ)) • 1 := by
    module
  unfold spinSum fermion
  rw [hb, hsub, slash_add_mass, slash_add_mass, Matrix.mul_assoc (_ * _)]
  generalize Real.sin t = s
  generalize Real.cos t = c
  simp [Matrix.trace, Matrix.mul_apply, Fin.sum_univ_four, reduced]
  ring

end

end SpinSumReduced
```

The compiler's answer:

```
Main.lean:59:76: error: unsolved goals
case «0».«0»
m E β t x y g a b : ℝ
⊢ (![0, 0, 1, 0] ᵥ* !![↑a, 0, ↑g, 0; 0, ↑b, 0, ↑g; -↑g, 0, ↑a, 0; 0, -↑g, 0, ↑b]ᴴ) 2 = ↑a

case «0».«1»
m E β t x y g a b : ℝ
⊢ (![0, 0, 1, 0] ᵥ* !![↑a, 0, ↑g, 0; 0, ↑b, 0, ↑g; -↑g, 0, ↑a, 0; 0, -↑g, 0, ↑b]ᴴ) 3 = 0

case «0».«2»
m E β t x y g a b : ℝ
⊢ (![0, 0, 1, 0] ᵥ* !![↑a, 0, ↑g, 0; 0, ↑b, 0, ↑g; -↑g, 0, ↑a, 0; 0, -↑g, 0, ↑b]ᴴ) 0 = ↑g

case «0».«3»
m E β t x y g a b : ℝ
⊢ (![0, 0, 1, 0] ᵥ* !![↑a, 0, ↑g, 0; 0, ↑b, 0, ↑g; -↑g, 0, ↑a, 0; 0, -↑g, 0, ↑b]ᴴ) 1 = 0

case «1».«0»
m E β t x y g a b : ℝ
⊢ (![0, 0, 0, 1] ᵥ* !![↑a, 0, ↑g, 0; 0, ↑b, 0, ↑g; -↑g, 0, ↑a, 0; 0, -↑g, 0, ↑b]ᴴ) 2 = 0

case «1».«1»
m E β t x y g a b : ℝ
⊢ (![0, 0, 0, 1] ᵥ* !![↑a, 0, ↑g, 0; 0, ↑b, 0, ↑g; -↑g, 0, ↑a, 0; 0, -↑g, 0, ↑b]ᴴ) 3 = ↑b

case «1».«2»
m E β t x y g a b : ℝ
⊢ (![0, 0, 0, 1] ᵥ* !![↑a, 0, ↑g, 0; 0, ↑b, 0, ↑g; -↑g, 0, ↑a, 0; 0, -↑g, 0, ↑b]ᴴ) 0 = 0

case «1».«3»
m E β t x y g a b : ℝ
⊢ (![0, 0, 0, 1] ᵥ* !![↑a, 0, ↑g, 0; 0, ↑b, 0, ↑g; -↑g, 0, ↑a, 0; 0, -↑g, 0, ↑b]ᴴ) 1 = ↑g

case «2».«0»
m E β t x y g a b : ℝ
⊢ (![1, 0, 0, 0] ᵥ* !![↑a, 0, ↑g, 0; 0, ↑b, 0, ↑g; -↑g, 0, ↑a, 0; 0, -↑g, 0, ↑b]ᴴ) 2 = -↑g

case «2».«1»
m E β t x y g a b : ℝ
⊢ (![1, 0, 0, 0] ᵥ* !![↑a, 0, ↑g, 0; 0, ↑b, 0, ↑g; -↑g, 0, ↑a, 0; 0, -↑g, 0, ↑b]ᴴ) 3 = 0

case «2».«2»
m E β t x y g a b : ℝ
⊢ (![1, 0, 0, 0] ᵥ* !![↑a, 0, ↑g, 0; 0, ↑b, 0, ↑g; -↑g, 0, ↑a, 0; 0, -↑g, 0, ↑b]ᴴ) 0 = ↑a

case «2».«3»
m E β t x y g a b : ℝ
⊢ (![1, 0, 0, 0] ᵥ* !![↑a, 0, ↑g, 0; 0, ↑b, 0, ↑g; -↑g, 0, ↑a, 0; 0, -↑g, 0, ↑b]ᴴ) 1 = 0

case «3».«0»
m E β t x y g a b : ℝ
⊢ (![0, 1, 0, 0] ᵥ* !![↑a, 0, ↑g, 0; 0, ↑b, 0, ↑g; -↑g, 0, ↑a, 0; 0, -↑g, 0, ↑b]ᴴ) 2 = 0

case «3».«1»
m E β t x y g a b : ℝ
⊢ (![0, 1, 0, 0] ᵥ* !![↑a, 0, ↑g, 0; 0, ↑b, 0, ↑g; -↑g, 0, ↑a, 0; 0, -↑g, 0, ↑b]ᴴ) 3 = -↑g

case «3».«2»
m E β t x y g a b : ℝ
⊢ (![0, 1, 0, 0] ᵥ* !![↑a, 0, ↑g, 0; 0, ↑b, 0, ↑g; -↑g, 0, ↑a, 0; 0, -↑g, 0, ↑b]ᴴ) 0 = 0

case «3».«3»
m E β t x y g a b : ℝ
⊢ (![0, 1, 0, 0] ᵥ* !![↑a, 0, ↑g, 0; 0, ↑b, 0, ↑g; -↑g, 0, ↑a, 0; 0, -↑g, 0, ↑b]ᴴ) 1 = ↑b
Main.lean:69:22: warning: This simp argument is unused:
  Matrix.mul_apply

Hint: Omit it from the simp argument list.
  [apply] simp [Matrix.trace, Fin.sum_univ_four, reduced]

Note: This linter can be disabled with `set_option linter.unusedSimpArgs false`
```

What went wrong. The error is in `hb`, the step γ⁰M†γ⁰ = M. In all sixteen entries `simp` stops at a row of `gamma0` times the conjugate transpose of an explicit matrix, as in `(![0, 0, 1, 0] ᵥ* !![…]ᴴ) 2`. It has unfolded `reduced` but left the `ᴴ` standing, so it has no explicit rows to multiply by. `Matrix.mul_apply` can't help, since it expands an entry of a matrix product, and this is a vector times a matrix.

The repair removes the `ᴴ` before multiplying. The new `hH` states that the conjugate transpose of `reduced a b g` is `reduced a b (-g)`: the parameters are real, so conjugation changes nothing, and transposition swaps g and −g. There `ᴴ` is applied directly to two indices, so `Matrix.conjTranspose_apply` can expand it. After `rw [hH]` in `hb`, every factor unfolds to an explicit matrix and `simp` can compute the entries.

Dropping `Matrix.mul_apply` from the last `simp` is mere tidying, which answers the warning that it was unused.

After these edits no error is left:

```diff
@@ -57,5 +57,9 @@
       + 4 * g ^ 2 * E ^ 2 * (1 - β ^ 2 * (Real.sin t ^ 2 + Real.cos t ^ 2)) : ℝ) : ℂ) := by
   -- the reduced matrix is its own Dirac adjoint
+  have hH (a b : ℝ) : (reduced a b g)ᴴ = reduced a b (-g) := by
+    ext i j
+    fin_cases i <;> fin_cases j <;> simp [reduced, Matrix.conjTranspose_apply]
   have hb (a b : ℝ) : gamma0 * (reduced a b g)ᴴ * gamma0 = reduced a b g := by
+    rw [hH]
     ext i j
     fin_cases i <;> fin_cases j <;>
@@ -67,5 +71,5 @@
   generalize Real.sin t = s
   generalize Real.cos t = c
-  simp [Matrix.trace, Matrix.mul_apply, Fin.sum_univ_four, reduced]
+  simp [Matrix.trace, Fin.sum_univ_four, reduced]
   ring
 
```
